# Quaternion phases that turn a symmetry-adapted matrix real

Give each basis function a a phase u_a from {1, i, j, k}, and define signs s_a(g) = ±1 by g u_a g⁻¹ = s_a(g) u_a. A quaternion matrix A obeys

g A_ab g⁻¹ = s_a(g) s_b(g) A_ab for g = i and g = j

if and only if every product conj(u_a) A_ab u_b is real.

In four-component calculations, a one-electron operator that respects time reversal becomes a quaternion matrix in a basis of Kramers pairs. Let each pair be one real, symmetry-adapted spatial function with spin up and spin down. The sign relations for i and j then express symmetry under rotations by π about two perpendicular axes. The spin part of each rotation acts as a quaternion unit g, and the spatial part multiplies function a by s_a(g). When the relations hold, one real number per matrix element replaces four. They are assumed here: deriving them for a particular Dirac-Coulomb Fock matrix and basis is a separate step.

## Phases, signs and the symmetry condition

```lean
import Mathlib

open scoped Quaternion
open Matrix

namespace QuaternionPhases

noncomputable section

/-- Labels of the four quaternion phases 1, i, j, k that a basis function can carry. -/
inductive Phase
  | e | i | j | k
  deriving DecidableEq
```

`Phase` is a type with exactly four values. The label `e` stands for the unit 1.

```lean
/-- The quaternion unit belonging to a phase label. -/
def Phase.unit : Phase → ℍ[ℝ]
  | p => ⟨if p = .e then 1 else 0, if p = .i then 1 else 0,
      if p = .j then 1 else 0, if p = .k then 1 else 0⟩
```

`p.unit` is the quaternion u_p named by the label p. `ℍ[ℝ]` is the type of real quaternions, whose four components are listed in the order 1, i, j, k.

```lean
/-- The sign `s_p(g)`: plus if `g` or `p` is 1 or if the two agree, and minus otherwise. -/
def sign (g p : Phase) : ℝ := if g = .e ∨ p = .e ∨ g = p then 1 else -1
```

`sign g p` is s_p(g), with g written first. For g = i it is plus on 1 and i and minus on j and k; for g = j it is plus on 1 and j and minus on i and k. The two signs together therefore determine the phase.

```lean
/-- The quaternion `x`, coupling functions of phases `p` and `q`, obeys
`g x g⁻¹ = s_p(g) s_q(g) x`. -/
def Transforms (g p q : Phase) (x : ℍ[ℝ]) : Prop :=
  g.unit * x * g.unit⁻¹ = (sign g p * sign g q) • x
```

`Transforms g p q x` is a proposition, a statement that may be true or false. It says that g x g⁻¹ = s_p(g) s_q(g) x, where `•` multiplies a quaternion by a real number.

```lean
variable {n : Type*}

/-- A quaternion matrix is symmetry adapted to the phases `p` if all its entries obey the
sign relation for both `g = i` and `g = j`. -/
def SymmetryAdapted (p : n → Phase) (A : Matrix n n ℍ[ℝ]) : Prop :=
  ∀ a b, Transforms .i (p a) (p b) (A a b) ∧ Transforms .j (p a) (p b) (A a b)
```

The type `n` holds the basis indices, and `p a` is the phase label of function a, so u_a is `(p a).unit`. `SymmetryAdapted p A` demands both relations for every pair a, b.

```lean
/-- The matrix of real parts of `conj(u_a) A_ab u_b`. -/
def realForm (p : n → Phase) (A : Matrix n n ℍ[ℝ]) : Matrix n n ℝ :=
  fun a b => (star (p a).unit * A a b * (p b).unit).re
```

`star` is quaternion conjugation. Call this real matrix M:

M_ab = Re(conj(u_a) A_ab u_b).

It is defined for any A, even when taking the real part discards something.

## How the signs cancel

```lean
/-- Each phase has a single nonzero component, equal to one, in the place named by its label. -/
theorem unit_components (p : Phase) :
    p.unit.re = (if p = .e then 1 else 0) ∧ p.unit.imI = (if p = .i then 1 else 0) ∧
      p.unit.imJ = (if p = .j then 1 else 0) ∧ p.unit.imK = (if p = .k then 1 else 0) :=
  ⟨rfl, rfl, rfl, rfl⟩
```

The components can be read off from the definition, and `rfl` says just that.

```lean
/-- Each phase is a nonzero quaternion whose inverse is its conjugate. -/
theorem unit_inv (p : Phase) : p.unit ≠ 0 ∧ p.unit⁻¹ = star p.unit := by
  have h : p.unit * star p.unit = 1 := by
    cases p <;> ext <;> simp [unit_components]
  exact ⟨fun h0 => by simp [h0] at h, inv_eq_of_mul_eq_one_right h⟩
```

In each of the four cases u conj(u) = 1. Hence u ≠ 0 and u⁻¹ = conj(u).

```lean
/-- Conjugation by a quaternion unit `g` multiplies the phase `u_p` by the sign `s_p(g)`. -/
theorem unit_conj (g p : Phase) : g.unit * p.unit * g.unit⁻¹ = sign g p • p.unit := by
  rw [(unit_inv g).2]
  cases g <;> cases p <;> ext <;> simp [unit_components, sign]
```

This is the defining relation of the signs, now proved for the table. For example, i j i⁻¹ = −j and i i i⁻¹ = i. The two `cases` commands run through all sixteen combinations, and `ext` compares components.

```lean
/-- The sign relation for `x` under `g` holds exactly when `conj(u_p) x u_q` is invariant
under conjugation by `g`. -/
theorem transforms_iff (g p q : Phase) (x : ℍ[ℝ]) :
    Transforms g p q x ↔
      g.unit * (star p.unit * x * q.unit) * g.unit⁻¹ = star p.unit * x * q.unit := by
  have hg := (unit_inv g).1
  have hs : ∀ r, sign g r * sign g r = 1 := fun r => by
    unfold sign
    split_ifs <;> norm_num
  have hc : (sign g p * sign g q) * (sign g p * sign g q) = 1 := by
    linear_combination (sign g q * sign g q) * hs p + hs q
  -- the conjugate phase picks up the same sign as the phase
  have hp : g.unit * star p.unit * g.unit⁻¹ = sign g p • star p.unit := by
    have hstar : ∀ (r : ℝ) (y : ℍ[ℝ]), star (r • y) = r • star y := fun r y => by
      ext <;> simp
    have h := congrArg star (unit_conj g p)
    rw [(unit_inv g).2] at h ⊢
    simpa only [star_mul, star_star, hstar, mul_assoc] using h
  -- conjugation acts on the three factors separately
  have key : g.unit * (star p.unit * x * q.unit) * g.unit⁻¹ =
      (sign g p * sign g q) • (star p.unit * (g.unit * x * g.unit⁻¹) * q.unit) := by
    calc g.unit * (star p.unit * x * q.unit) * g.unit⁻¹
        = (g.unit * star p.unit * g.unit⁻¹) * (g.unit * x * g.unit⁻¹) *
            (g.unit * q.unit * g.unit⁻¹) := by
          simp only [mul_assoc, inv_mul_cancel_left₀ hg]
      _ = _ := by
          rw [hp, unit_conj, smul_mul_assoc, smul_mul_assoc, mul_smul_comm, smul_smul]
  rw [key, Transforms]
  constructor
  · intro h
    rw [h, mul_smul_comm, smul_mul_assoc, smul_smul, hc, one_smul]
  · intro h
    have h' : star p.unit * (g.unit * x * g.unit⁻¹) * q.unit =
        star p.unit * ((sign g p * sign g q) • x) * q.unit := by
      rw [mul_smul_comm, smul_mul_assoc, ← h, smul_smul, hc, one_smul]
    exact mul_left_cancel₀ (star_ne_zero.2 (unit_inv p).1)
      (mul_right_cancel₀ (unit_inv q).1 h')
```

Write s_p and s_q for the signs under g, and y = conj(u_p) x u_q. Conjugating g u_p g⁻¹ = s_p u_p, with conj(g) = g⁻¹, gives `hp`:

g conj(u_p) g⁻¹ = s_p conj(u_p).

Inserting g⁻¹g between the factors of y gives `key`:

g y g⁻¹ = s_p s_q conj(u_p) (g x g⁻¹) u_q.

If g x g⁻¹ = s_p s_q x, the right side is (s_p s_q)² y = y. Conversely, if g y g⁻¹ = y, multiplying by s_p s_q gives

conj(u_p) (g x g⁻¹) u_q = conj(u_p) (s_p s_q x) u_q,

and the nonzero outer factors cancel.

```lean
/-- A quaternion is invariant under conjugation by both i and j exactly when it is real. -/
theorem invariant_iff_real (y : ℍ[ℝ]) :
    (Phase.i.unit * y * Phase.i.unit⁻¹ = y ∧ Phase.j.unit * y * Phase.j.unit⁻¹ = y) ↔
      y = ((y.re : ℝ) : ℍ[ℝ]) := by
  constructor
  · rintro ⟨hi, hj⟩
    rw [(unit_inv .i).2] at hi
    rw [(unit_inv .j).2] at hj
    -- i reverses the j and k components, and j reverses the i component
    have h1 := congrArg (fun q : ℍ[ℝ] => q.imJ) hi
    have h2 := congrArg (fun q : ℍ[ℝ] => q.imK) hi
    have h3 := congrArg (fun q : ℍ[ℝ] => q.imI) hj
    simp [unit_components] at h1 h2 h3
    have h4 : y.imJ = 0 := by linarith
    have h5 : y.imK = 0 := by linarith
    have h6 : y.imI = 0 := by linarith
    ext <;> simp [h4, h5, h6]
  · intro h
    -- real quaternions commute with everything
    have hr : ∀ g : Phase, g.unit * y * g.unit⁻¹ = y := fun g => by
      rw [h, Quaternion.mul_coe_eq_smul, smul_mul_assoc, mul_inv_cancel₀ (unit_inv g).1]
      ext <;> simp
    exact ⟨hr .i, hr .j⟩
```

For y = y₀ + y₁ i + y₂ j + y₃ k,

i y i⁻¹ = y₀ + y₁ i − y₂ j − y₃ k
j y j⁻¹ = y₀ − y₁ i + y₂ j − y₃ k.

Invariance under i forces y₂ = y₃ = 0, and invariance under j then forces y₁ = 0. In Lean, `h1`, `h2` and `h3` extract these component equations. Conversely, a real quaternion commutes with everything.

```lean
/-- Symmetry-adapted phase choice: a quaternion matrix obeys the sign relations for i and j
if and only if every `conj(u_a) A_ab u_b` is real. -/
theorem symmetryAdapted_iff_real (p : n → Phase) (A : Matrix n n ℍ[ℝ]) :
    SymmetryAdapted p A ↔
      ∀ a b, star (p a).unit * A a b * (p b).unit = ((realForm p A a b : ℝ) : ℍ[ℝ]) := by
  refine forall_congr' fun a => forall_congr' fun b => ?_
  rw [transforms_iff, transforms_iff]
  exact invariant_iff_real _
```

This is the main result. For each a, b, the two sign relations become invariance of conj(u_a) A_ab u_b under i and j, which means that it is real. The right side says that the product equals M_ab, read as a quaternion, so the real part discards nothing.

```lean
/-- The sign relation for i alone holds exactly when `conj(u_p) x u_q` has no j and k
components, so that it is a complex number built on i. -/
theorem transforms_i_iff_complex (p q : Phase) (x : ℍ[ℝ]) :
    Transforms .i p q x ↔
      (star p.unit * x * q.unit).imJ = 0 ∧ (star p.unit * x * q.unit).imK = 0 := by
  rw [transforms_iff, (unit_inv .i).2]
  generalize star p.unit * x * q.unit = y
  constructor
  · intro h
    have h1 := congrArg (fun q : ℍ[ℝ] => q.imJ) h
    have h2 := congrArg (fun q : ℍ[ℝ] => q.imK) h
    simp [unit_components] at h1 h2
    exact ⟨by linarith, by linarith⟩
  · rintro ⟨h1, h2⟩
    ext <;> simp [unit_components, h1, h2]
```

With the relation for i alone, only the j and k components of the product must vanish, which leaves a complex number built on i.

That relation does not suffice for real products, even for a Hermitian matrix. Take two functions of phase 1 and

A = [[0, i], [−i, 0]].

All entries commute with i, so the relation for i holds, but conj(u_1) A_12 u_2 = i. The relation for j fails, since j i j⁻¹ = −i.

## The real eigenvalue equation

```lean
/-- For a Hermitian quaternion matrix the matrix of real parts is symmetric. -/
theorem realForm_isSymm (p : n → Phase) {A : Matrix n n ℍ[ℝ]} (hA : A.IsHermitian) :
    (realForm p A).IsSymm := by
  have hre : ∀ q : ℍ[ℝ], (star q).re = q.re := fun q => by simp
  ext a b
  change (star (p b).unit * A b a * (p a).unit).re =
    (star (p a).unit * A a b * (p b).unit).re
  rw [← hre (star (p a).unit * A a b * (p b).unit), ← hA.apply b a]
  simp only [star_mul, star_star, mul_assoc]
```

Hermiticity means conj(A_ab) = A_ba. Conjugation reverses products, so

conj(conj(u_a) A_ab u_b) = conj(u_b) A_ba u_a.

The real part is unchanged by conjugation, hence M_ab = M_ba. Symmetry adaptation is not needed for this.

```lean
/-- For a symmetry-adapted matrix, real coefficients `c` solve the real eigenvalue equation
exactly when the phased vector `c_a u_a` solves the quaternion one with the same real `ε`. -/
theorem eigen_iff [Fintype n] {p : n → Phase} {A : Matrix n n ℍ[ℝ]}
    (hA : SymmetryAdapted p A) (c : n → ℝ) (ε : ℝ) :
    realForm p A *ᵥ c = ε • c ↔
      ∀ a, ∑ b, A a b * (c b • (p b).unit) = ε • (c a • (p a).unit) := by
  -- moving the phase through the matrix leaves a real coefficient
  have hmove : ∀ a b, A a b * (p b).unit = realForm p A a b • (p a).unit := fun a b => by
    rw [← Quaternion.mul_coe_eq_smul, ← (symmetryAdapted_iff_real p A).1 hA a b,
      ← (unit_inv (p a)).2, mul_assoc, mul_inv_cancel_left₀ (unit_inv (p a)).1]
  have hsum : ∀ a, ∑ b, A a b * (c b • (p b).unit) =
      (realForm p A *ᵥ c) a • (p a).unit := fun a => by
    simp only [Matrix.mulVec, dotProduct, Finset.sum_smul]
    refine Finset.sum_congr rfl fun b _ => ?_
    rw [mul_smul_comm, hmove, smul_smul, mul_comm]
  constructor
  · intro h a
    rw [hsum, h, Pi.smul_apply, smul_eq_mul, smul_smul]
  · intro h
    funext a
    have ha := h a
    rw [hsum, smul_smul] at ha
    exact smul_left_injective ℝ (unit_inv (p a)).1 ha
```

Here the basis is finite, and `*ᵥ` is matrix times vector. Multiplying conj(u_a) A_ab u_b = M_ab by u_a from the left gives `hmove`:

A_ab u_b = M_ab u_a.

Summing with real coefficients c_b gives `hsum`:

Σ_b A_ab c_b u_b = (Σ_b M_ab c_b) u_a.

Setting this equal to ε c_a u_a and cancelling u_a leaves M c = ε c; the steps also run backwards. The equation has no overlap matrix, as for an orthonormal basis. The statement admits c = 0, so an eigenvector requires c ≠ 0 in addition.

```lean
/-- For any phases and any real matrix `R`, the quaternion matrix `R_ab u_a conj(u_b)` is
symmetry adapted, and its matrix of real parts is `R`. -/
theorem symmetryAdapted_witness (p : n → Phase) (R : Matrix n n ℝ) :
    SymmetryAdapted p (fun a b => R a b • ((p a).unit * star (p b).unit)) ∧
      realForm p (fun a b => R a b • ((p a).unit * star (p b).unit)) = R := by
  have key : ∀ a b, star (p a).unit * (R a b • ((p a).unit * star (p b).unit)) *
      (p b).unit = ((R a b : ℝ) : ℍ[ℝ]) := fun a b => by
    rw [← (unit_inv (p a)).2, ← (unit_inv (p b)).2, mul_smul_comm, smul_mul_assoc,
      inv_mul_cancel_left₀ (unit_inv (p a)).1, inv_mul_cancel₀ (unit_inv (p b)).1]
    ext <;> simp
  have hR : realForm p (fun a b => R a b • ((p a).unit * star (p b).unit)) = R := by
    funext a b
    exact (congrArg (fun q : ℍ[ℝ] => q.re) (key a b)).trans (by simp)
  refine ⟨(symmetryAdapted_iff_real p _).2 fun a b => ?_, hR⟩
  rw [hR]
  exact key a b

end

end QuaternionPhases
```

Every real matrix R arises in this way, for any choice of phases. With A_ab = R_ab u_a conj(u_b),

conj(u_a) A_ab u_b = R_ab conj(u_a) u_a conj(u_b) u_b = R_ab,

and the main theorem shows that A is symmetry adapted.

For a numerical instance, take u_1 = 1, u_2 = j and R = [[2, 1], [1, 2]]. Then

A = [[2, −j], [j, 2]].

The relation for i holds in the upper right entry: i(−j)i⁻¹ = j, and the signs give (+1)(−1)(−j) = j. The real matrix has the normalised eigenvector c = (1, 1)/√2 with ε = 3. The phased vector is (1, j)/√2, and A acts on it as

(2 + (−j)j, j + 2j)/√2 = (3, 3j)/√2,

which is three times the phased vector.

```lean
#print axioms QuaternionPhases.symmetryAdapted_iff_real
#print axioms QuaternionPhases.transforms_i_iff_complex
#print axioms QuaternionPhases.realForm_isSymm
#print axioms QuaternionPhases.eigen_iff
```

```
'QuaternionPhases.symmetryAdapted_iff_real' depends on axioms: [propext, Classical.choice, Quot.sound]
'QuaternionPhases.transforms_i_iff_complex' depends on axioms: [propext, Classical.choice, Quot.sound]
'QuaternionPhases.realForm_isSymm' depends on axioms: [propext, Classical.choice, Quot.sound]
'QuaternionPhases.eigen_iff' depends on axioms: [propext, Classical.choice, Quot.sound]
```
